# A nonzero mixed-symmetry element of the permutation algebra, annihilated by the symmetrizer and the antisymmetrizer

A state of two particles is always the sum of a part that is symmetric under exchange and a part that is antisymmetric. With three particles these two parts no longer suffice. The spin functions of three electrons with total spin 1/2 are an example: no nonzero one is totally symmetric or totally antisymmetric, although the complete electronic state is antisymmetric. To build a state of this intermediate kind, one can antisymmetrize in one pair of particles and then symmetrize in an overlapping pair. The question is what survives of this operation, and whether any of it can be bosonic or fermionic.

```lean
import Mathlib

open Equiv

namespace MixedPermutationSymmetry

noncomputable section
```

## Permutations as operators that can be added

Let `α` be the set of particle labels. Formal sums of permutations of `α` with rational coefficients make up the group algebra, in which such an operation is a single element.

```lean
/-- The rational group algebra of the permutations of the particle labels `α`. -/
abbrev Alg (α : Type*) := MonoidAlgebra ℚ (Perm α)
```

Each permutation $s$ is a basis element of this algebra, written `perm s`.

```lean
/-- A permutation of the particle labels, as an element of the group algebra. -/
def perm {α : Type*} (s : Perm α) : Alg α := MonoidAlgebra.of ℚ (Perm α) s
```

For finitely many labels, the full symmetrizer is the unnormalised sum
$$S=\sum_s s .$$

```lean
/-- The full symmetrizer: the sum of all permutations. -/
def sym (α : Type*) [Fintype α] [DecidableEq α] : Alg α := ∑ s : Perm α, perm s
```

The full antisymmetrizer weights each permutation by its sign,
$$A=\sum_s \operatorname{sgn}(s)\,s .$$
In Lean the sign is an integer, converted to a multiple of the algebra's unit.

```lean
/-- The full antisymmetrizer: the sum of all permutations weighted by their signs. -/
def antisym (α : Type*) [Fintype α] [DecidableEq α] : Alg α :=
  ∑ s : Perm α, ((Perm.sign s : ℤ) : Alg α) * perm s
```

For labels $i,j,k$, write $a=(i\,j)$ and $b=(i\,k)$ for the two exchanges. The mixed element is
$$e_{ijk}=(1+a)(1-b)=1+a-b-ab .$$
The right-hand factor acts first on a state, so antisymmetrization in $i,k$ precedes symmetrization in $i,j$.

```lean
/-- The element `(1 + (i j)) (1 - (i k))`: antisymmetrize in `i, k`, then symmetrize
in `i, j`. -/
def mixed {α : Type*} [DecidableEq α] (i j k : α) : Alg α :=
  (1 + perm (swap i j)) * (1 - perm (swap i k))
```

Multiplication in the algebra is composition of permutations, with the right-hand one applied first.

```lean
/-- The product in the group algebra composes permutations. -/
theorem perm_mul {α : Type*} (s t : Perm α) : perm s * perm t = perm (s * t) :=
  (map_mul (MonoidAlgebra.of ℚ (Perm α)) s t).symm
```

The permutation that moves nothing is the unit.

```lean
/-- The identity permutation is the unit of the group algebra. -/
theorem perm_one {α : Type*} : perm (1 : Perm α) = 1 :=
  map_one (MonoidAlgebra.of ℚ (Perm α))
```

## What the two full sums do to an exchange

Multiplying every term of $S$ by a fixed permutation $t$ only reorders the sum, because $s\mapsto st$ is a bijection. Hence $St=S$. The Lean proof uses this bijection to reindex the sum.

```lean
variable {α : Type*} [Fintype α] [DecidableEq α]

/-- The symmetrizer absorbs every permutation. -/
theorem sym_mul (t : Perm α) : sym α * perm t = sym α := by
  unfold sym
  rw [Finset.sum_mul]
  exact Fintype.sum_equiv (Equiv.mulRight t) _ _ (fun s => perm_mul s t)
```

The same reindexing works for $A$, but if $t$ exchanges two different particles, then $\operatorname{sgn}(st)=-\operatorname{sgn}(s)$. Hence $At=-A$.

```lean
/-- The antisymmetrizer changes sign under the exchange of two different particles. -/
theorem antisym_mul_swap {i j : α} (h : i ≠ j) :
    antisym α * perm (swap i j) = -antisym α := by
  unfold antisym
  rw [Finset.sum_mul, ← Finset.sum_neg_distrib]
  refine Fintype.sum_equiv (Equiv.mulRight (swap i j)) _ _ (fun s => ?_)
  rw [mul_assoc, perm_mul]
  simp [Perm.sign_mul, Perm.sign_swap h]
```

## The four properties of the mixed element

Let $i,j,k$ be distinct, among any finite number of labels, and write $e=e_{ijk}$.

**It is nonzero.** Let permutations act on rational-valued functions of one label by $(sf)(x)=f(s^{-1}x)$, and let $\delta_k$ be the function that is 1 at $k$ and 0 elsewhere. Then
$$(1-b)\delta_k=\delta_k-\delta_i,\qquad e\,\delta_k=2\delta_k-\delta_i-\delta_j .$$
The value at $k$ is 2, so $e\neq0$. In Lean, `F` is this action and `L` extends it to the algebra; assuming $e=0$ and evaluating at $k$ gives a false numerical equation.

**It satisfies $e^2=3e$.** The exchanges obey $a^2=b^2=1$. Conjugating an exchange by a permutation relabels it, so $aba=(j\,k)=bab$. From $(1+a)^2=2(1+a)$,
$$e^2=(1+a)(1-b)(1+a)(1-b)=2e-(1+a)b(1+a)(1-b).$$
The last product has two parts. The first is $(1+a)b(1-b)=(1+a)(b-1)=-e$. The second is
$$(1+a)ba(1-b)=(1+a)(ba-aba)=0,$$
where $bab=aba$ and $(1+a)a=1+a$ were used. Thus $e^2=3e$, and the normalised operator $e/3$ is a projection in the algebraic sense, equal to its own square. Lean proves the three relations as `haa`, `hbb` and `hbr`, and `linear_combination` adds the multiples of them that give the identity without commuting $a$ and $b$.

**Both full sums annihilate it from the left.** By the two absorption rules,
$$Se=(S+S)(1-b)=2S-2S=0,\qquad Ae=(A-A)(1-b)=0 .$$

The theorem states these four properties together, and its proof takes them in the same order.

```lean
/-- For three distinct particles `i, j, k` among any finite number, the element
`e = (1 + (i j)) (1 - (i k))` is nonzero, satisfies `e² = 3 e`, and is annihilated from the
left by the full symmetrizer and by the full antisymmetrizer. -/
theorem mixed_symmetry {i j k : α} (hij : i ≠ j) (hik : i ≠ k) (hjk : j ≠ k) :
    mixed i j k ≠ 0 ∧ mixed i j k * mixed i j k = 3 * mixed i j k ∧
      sym α * mixed i j k = 0 ∧ antisym α * mixed i j k = 0 := by
  refine ⟨fun h => ?_, ?_, ?_, ?_⟩
  · -- let permutations act on functions of one label, and test on the function at `k`
    obtain ⟨F, hF⟩ : ∃ F : Perm α →* Module.End ℚ (α → ℚ),
        ∀ s f x, F s f x = f (s.symm x) :=
      ⟨{ toFun := fun s => LinearMap.funLeft ℚ ℚ s.symm
         map_one' := rfl
         map_mul' := fun _ _ => rfl }, fun _ _ _ => rfl⟩
    obtain ⟨L, hL⟩ : ∃ L : Alg α →ₐ[ℚ] Module.End ℚ (α → ℚ), ∀ s, L (perm s) = F s :=
      ⟨MonoidAlgebra.lift ℚ _ _ F, fun s => by simp [perm]⟩
    have h1 : (1 + F (swap i j)) * (1 - F (swap i k)) = 0 := by
      have h0 := congrArg L h
      simpa only [mixed, map_mul, map_add, map_sub, map_one, map_zero, hL] using h0
    have h2 := congrFun (LinearMap.congr_fun h1 (Pi.single k 1)) k
    have hk : (swap i j).symm k = k :=
      (Equiv.symm_apply_eq _).mpr (swap_apply_of_ne_of_ne hik.symm hjk.symm).symm
    norm_num [hF, swap_apply_of_ne_of_ne hik.symm hjk.symm, hik] at h2
    rw [hk, Pi.single_eq_same] at h2
    norm_num at h2
  · -- the two exchanges are involutions and obey the braid relation
    have haa : perm (swap i j) * perm (swap i j) = 1 := by
      rw [perm_mul, swap_mul_self, perm_one]
    have hbb : perm (swap i k) * perm (swap i k) = 1 := by
      rw [perm_mul, swap_mul_self, perm_one]
    have hbr : perm (swap i j) * perm (swap i k) * perm (swap i j)
        = perm (swap i k) * perm (swap i j) * perm (swap i k) := by
      have h1 := Equiv.mul_swap_eq_swap_mul (swap i j) i k
      have h2 := Equiv.mul_swap_eq_swap_mul (swap i k) i j
      rw [swap_apply_left, swap_apply_of_ne_of_ne hik.symm hjk.symm] at h1
      rw [swap_apply_left, swap_apply_of_ne_of_ne hij.symm hjk] at h2
      simp only [perm_mul]
      rw [h1, h2, mul_assoc, mul_assoc, swap_mul_self, swap_mul_self, swap_comm k j]
    unfold mixed
    generalize perm (swap i j) = a at *
    generalize perm (swap i k) = b at *
    linear_combination (norm := noncomm_ring)
      haa * (1 - b) + (1 + a) * hbb - hbr - a * hbr + haa * (b * a)
  · have h : sym α * mixed i j k = (sym α + sym α * perm (swap i j))
        - (sym α * perm (swap i k) + sym α * perm (swap i j) * perm (swap i k)) := by
      unfold mixed
      noncomm_ring
    rw [h]
    simp only [sym_mul, sub_self]
  · unfold mixed
    rw [← mul_assoc, mul_add, mul_one, antisym_mul_swap hij, add_neg_cancel, zero_mul]
```

## No bosonic or fermionic state of the form $e\psi$

States are now vectors $\psi$ in any space `V` on which the group algebra acts. A complex Hilbert space with a linear action of the permutations qualifies, of finite or infinite dimension; no inner product or Hamiltonian enters.

Rational coefficients allow division by a nonzero integer: if $nv=0$, then $v=n^{-1}(nv)=0$.

```lean
omit [Fintype α] [DecidableEq α] in
/-- In a space on which the rational group algebra acts, a vector with a vanishing positive integer
multiple is itself zero. -/
theorem eq_zero_of_nsmul {V : Type*} [AddCommGroup V] [Module (Alg α) V] {n : ℕ}
    (hn : n ≠ 0) {v : V} (h : n • v = 0) : v = 0 := by
  have hq : (n : ℚ) ≠ 0 := Nat.cast_ne_zero.mpr hn
  have h1 : algebraMap ℚ (Alg α) ((n : ℚ)⁻¹) * (n : Alg α) = 1 := by
    rw [← map_natCast (algebraMap ℚ (Alg α)) n, ← map_mul, inv_mul_cancel₀ hq, map_one]
  rw [← one_smul (Alg α) v, ← h1, mul_smul, Nat.cast_smul_eq_nsmul, h, smul_zero]
```

Put $\varphi=e\psi$, and let $N$ be the number of permutations of the labels. If $\varphi$ is totally symmetric, then $S\varphi=N\varphi$. But $S\varphi=(Se)\psi=0$, so $\varphi=0$. If $\varphi$ is totally antisymmetric, each term of $A\varphi$ equals $\operatorname{sgn}(s)^2\varphi=\varphi$, and $N\varphi=A\varphi=(Ae)\psi=0$ gives the same conclusion.

The two alternatives are the two sides of the "or" in hypothesis `h`, and the proof treats them in turn. A particular $e\psi$ may vanish even though $e\neq0$; this happens whenever $\psi$ is symmetric in $i,k$.

```lean
/-- For distinct `i, j, k`, a state of the form `e ψ` that is totally symmetric, or totally
antisymmetric, under all particle permutations is zero. -/
theorem no_bose_or_fermi_state {V : Type*} [AddCommGroup V] [Module (Alg α) V]
    {i j k : α} (hij : i ≠ j) (hik : i ≠ k) (hjk : j ≠ k) (ψ : V)
    (h : (∀ s : Perm α, perm s • (mixed i j k • ψ) = mixed i j k • ψ) ∨
      (∀ s : Perm α, perm s • (mixed i j k • ψ)
        = (Perm.sign s : ℤ) • (mixed i j k • ψ))) :
    mixed i j k • ψ = 0 := by
  obtain ⟨-, -, hS, hA⟩ := mixed_symmetry hij hik hjk
  have hn : (Finset.univ : Finset (Perm α)).card ≠ 0 :=
    Finset.card_ne_zero_of_mem (Finset.mem_univ 1)
  apply eq_zero_of_nsmul (α := α) hn
  rcases h with h | h
  · -- the symmetrizer multiplies a symmetric state by the number of permutations
    have h1 : sym α • (mixed i j k • ψ) = 0 := by rw [smul_smul, hS, zero_smul]
    rw [sym, Finset.sum_smul, Finset.sum_congr rfl (fun s _ => h s),
      Finset.sum_const] at h1
    exact h1
  · -- so does the antisymmetrizer with an antisymmetric state
    have h1 : antisym α • (mixed i j k • ψ) = 0 := by rw [smul_smul, hA, zero_smul]
    have h2 : ∀ s : Perm α, (((Perm.sign s : ℤ) : Alg α) * perm s) • (mixed i j k • ψ)
        = mixed i j k • ψ := fun s => by
      rw [mul_smul, h s, Int.cast_smul_eq_zsmul, smul_smul, ← Units.val_mul,
        Int.units_mul_self, Units.val_one, one_smul]
    rw [antisym, Finset.sum_smul, Finset.sum_congr rfl (fun s _ => h2 s),
      Finset.sum_const] at h1
    exact h1
```

## Splitting a three-particle state

Interchanging the roles of $j$ and $k$ gives a second element, $e_{ikj}=(1+b)(1-a)$. Its product with the first vanishes because the middle factors cancel:
$$e_{ijk}e_{ikj}=(1+a)(1-b)(1+b)(1-a)=0,\qquad (1-b)(1+b)=1-b^2=0 .$$
This holds for all labels, distinct or not, and renaming $j$ and $k$ gives the product in the other order.

```lean
omit [Fintype α] in
/-- The mixed elements for the label orders `i, j, k` and `i, k, j` multiply to zero. -/
theorem mixed_mul_mixed (i j k : α) : mixed i j k * mixed i k j = 0 := by
  have hbb : perm (swap i k) * perm (swap i k) = 1 := by
    rw [perm_mul, swap_mul_self, perm_one]
  have h : (1 - perm (swap i k)) * (1 + perm (swap i k)) = 0 := by
    rw [sub_mul, one_mul, mul_add, mul_one, hbb, add_comm, sub_self]
  unfold mixed
  rw [mul_assoc, ← mul_assoc (1 - perm (swap i k)), h, zero_mul, mul_zero]
```

For exactly three particles, labelled $0,1,2$, take $a=(0\,1)$ and $b=(0\,2)$. The odd permutations cancel in $S+A$, and the single exchanges cancel between the two mixed elements:
$$S+A=2(1+ab+ba),\qquad 2e_{012}+2e_{021}=4-2ab-2ba .$$
The sum is 6. Dividing by 6 and applying the result to a state gives
$$\psi=\tfrac16S\psi+\tfrac16A\psi+\tfrac13e_{012}\psi+\tfrac13e_{021}\psi ,$$
a symmetric part, an antisymmetric part and two mixed ones. In Lean, `hu` lists the six permutations, `hs` writes a sum over them term by term, and `noncomm_ring` carries out the cancellation.

```lean
set_option maxRecDepth 10000 in
/-- For three particles, the symmetrizer, the antisymmetrizer and twice each of two mixed
elements add up to six times the identity. -/
theorem three_particle_resolution :
    sym (Fin 3) + antisym (Fin 3) + 2 * mixed (0 : Fin 3) 1 2 + 2 * mixed (0 : Fin 3) 2 1
      = 6 := by
  -- list the six permutations
  have hu : (Finset.univ : Finset (Perm (Fin 3))) = {1, swap 0 1, swap 0 2, swap 1 2,
      swap 0 1 * swap 0 2, swap 0 2 * swap 0 1} := by decide
  have hs : ∀ f : Perm (Fin 3) → Alg (Fin 3), ∑ s, f s = f 1 + (f (swap 0 1) +
      (f (swap 0 2) + (f (swap 1 2) + (f (swap 0 1 * swap 0 2) +
        f (swap 0 2 * swap 0 1))))) := by
    intro f
    rw [hu, Finset.sum_insert, Finset.sum_insert, Finset.sum_insert, Finset.sum_insert,
      Finset.sum_insert, Finset.sum_singleton]
    all_goals decide
  have h01 : Perm.sign (swap (0 : Fin 3) 1) = -1 := Perm.sign_swap (by decide)
  have h02 : Perm.sign (swap (0 : Fin 3) 2) = -1 := Perm.sign_swap (by decide)
  have h12 : Perm.sign (swap (1 : Fin 3) 2) = -1 := Perm.sign_swap (by decide)
  have h6 : (6 : Alg (Fin 3)) = 1 + 1 + 1 + 1 + 1 + 1 := by norm_num
  -- odd permutations cancel between the first two terms, three-cycles in the whole sum
  simp only [sym, antisym, mixed, hs, Perm.sign_mul, Perm.sign_one, h01, h02, h12,
    ← perm_mul, perm_one, mul_neg, neg_mul, mul_one, one_mul, neg_neg, Units.val_one,
    Units.val_neg, Int.cast_one, Int.cast_neg, two_mul]
  rw [h6]
  noncomm_ring

end

end MixedPermutationSymmetry
```

```lean
#print axioms MixedPermutationSymmetry.mixed_symmetry
#print axioms MixedPermutationSymmetry.no_bose_or_fermi_state
#print axioms MixedPermutationSymmetry.mixed_mul_mixed
#print axioms MixedPermutationSymmetry.three_particle_resolution
```

```
'MixedPermutationSymmetry.mixed_symmetry' depends on axioms: [propext, Classical.choice, Quot.sound]
'MixedPermutationSymmetry.no_bose_or_fermi_state' depends on axioms: [propext, Classical.choice, Quot.sound]
'MixedPermutationSymmetry.mixed_mul_mixed' depends on axioms: [propext, Classical.choice, Quot.sound]
'MixedPermutationSymmetry.three_particle_resolution' depends on axioms: [propext, Classical.choice, Quot.sound]
```
